# With a non-symmetric coupling matrix, the second-order energy derivative can differ from 2⟨y, b′⟩

The declaration `symmetry_needed` gives a counterexample with the constant, invertible, non-symmetric real matrix A = [[1, 1], [0, 1]] and the coupling vector b(s) = (1, s). With first-order amplitudes y = −A⁻¹b, the second-order energy ⟨y, b⟩ has derivative 1 at s = 0, whereas 2⟨y, b′⟩ is 0 there. The attempt first finds the amplitudes explicitly, y = (s − 1, −s), by checking that this vector solves Ay = −b and appealing to `amplitude_unique`. It then differentiates the resulting energy, s − 1 − s², and evaluates the other expression directly.

This version doesn't compile in Lean 4 with Mathlib:

```lean
import Mathlib

open Matrix Filter Topology

namespace NoAmplitudeResponse

noncomputable section

variable {n : Type*} [Fintype n] [DecidableEq n]

/-- The first-order amplitudes `y = -A⁻¹ b` for coupling matrix `A` and coupling vector `b`. -/
def amplitude (A : Matrix n n ℝ) (b : n → ℝ) : n → ℝ := -(A⁻¹ *ᵥ b)

/-- The second-order energy `⟨y, b⟩`, with `y` the first-order amplitudes. -/
def secondOrderEnergy (A : Matrix n n ℝ) (b : n → ℝ) : ℝ := amplitude A b ⬝ᵥ b

/-- For invertible `A`, any solution of the amplitude equation is the vector of first-order
amplitudes. -/
theorem amplitude_unique {A : Matrix n n ℝ} (h : A.det ≠ 0) {b x : n → ℝ}
    (hx : A *ᵥ x = -b) : x = amplitude A b := by
  have hb : b = -(A *ᵥ x) := by rw [hx, neg_neg]
  rw [amplitude, hb, Matrix.mulVec_neg, neg_neg, Matrix.mulVec_mulVec,
    Matrix.nonsing_inv_mul _ (isUnit_iff_ne_zero.mpr h), Matrix.one_mulVec]

/-- For a constant non-symmetric invertible matrix the formula can fail: here the energy has
derivative `1` at `s = 0`, while `2 ⟨y, b'⟩` is `0`. -/
theorem symmetry_needed :
    HasDerivAt (fun s : ℝ => secondOrderEnergy !![1, 1; 0, 1] ![1, s]) 1 0 ∧
      2 * (amplitude !![1, 1; 0, 1] ![1, (0 : ℝ)] ⬝ᵥ ![0, 1]) = 0 := by
  have hy : ∀ s : ℝ, amplitude !![1, 1; 0, 1] ![1, s] = ![s - 1, -s] := fun s => by
    refine (amplitude_unique (by simp [Matrix.det_fin_two]) ?_).symm
    ext i
    fin_cases i <;> simp [Matrix.mulVec, dotProduct, Fin.sum_univ_succ]
  constructor
  · have e : (fun s : ℝ => secondOrderEnergy !![1, 1; 0, 1] ![1, s]) =
        fun s => (s - 1) - s ^ 2 := by
      funext s
      rw [secondOrderEnergy, hy]
      simp [dotProduct, Fin.sum_univ_succ]
      ring
    rw [e]
    exact (((hasDerivAt_id' (0 : ℝ)).sub_const 1).fun_sub (hasDerivAt_pow 2 (0 : ℝ))).congr_deriv
      (by norm_num)
  · rw [hy]
    simp [dotProduct, Fin.sum_univ_succ]

end

end NoAmplitudeResponse
```

Messages:

```
Main.lean:30:81: error: unsolved goals
case «0»
s : ℝ
⊢ s - 1 + -s = -1
```

The change, after which it compiles:

```diff
@@ -32,4 +32,5 @@
     ext i
     fin_cases i <;> simp [Matrix.mulVec, dotProduct, Fin.sum_univ_succ]
+    ring
   constructor
   · have e : (fun s : ℝ => secondOrderEnergy !![1, 1; 0, 1] ![1, s]) =
```

Diagnosis. The error lies in the proof of `hy`, the explicit formula for the amplitudes. There `fin_cases i` splits the equation Ay = −b into its two components, and `simp` is run on each. The second component is closed, but the first, labelled `«0»` in the message, is only reduced to `s - 1 + -s = -1`. This is true, but `simp` with the lemmas given does not rearrange the sum so that `s` and `-s` cancel across the `1` between them. Because `simp` has made progress, it does not itself fail; the goal simply remains when the `by` block ends, and Lean reports it as unsolved.

The repair adds `ring` after the `simp` line. It acts on the one remaining goal and proves it as an identity in a commutative ring, where the order of the terms is no obstacle.
